# Internal relaxation along a differentiable equilibrium path changes the strain Hessian by \(-E_{eu}E_{uu}^{-1}E_{ue}\)

When a crystal with several atoms per cell is strained, the atoms can also shift inside the cell until the forces on them vanish, and a theory of its elastic response must decide how these shifted positions enter. Here they are given as a path: to each strain \(e\) near a reference strain \(e_0\) belongs a set of internal coordinates \(u(e)\), which depends differentiably on \(e\) and at which the internal forces are zero. The path is a hypothesis. It need not consist of energy minima.

Let \(E(e,u)\) be the energy, twice continuously differentiable in the strain components \(e_i\) and the internal coordinates \(u_k\), and let \(W(e)=E(e,u(e))\) be the energy along the path. Write \(E_{ee}\), \(E_{eu}\), \(E_{ue}\) and \(E_{uu}\) for the blocks of second derivatives of \(E\) at \((e_0,u(e_0))\). If \(E_{uu}\) is invertible there, then \(W\) is twice differentiable at \(e_0\), with Hessian

\[
W_{ee}=E_{ee}-E_{eu}E_{uu}^{-1}E_{ue}.
\]

The energy may be anharmonic. In electronic-structure calculations this formula turns clamped-ion elastic data, internal-strain couplings and force constants into relaxed-ion elastic data, for a static energy with finitely many internal coordinates.

## Eliminating the internal coordinates

By the chain rule, at every strain near \(e_0\),

\[
\frac{\partial W}{\partial e_i}
=\frac{\partial E}{\partial e_i}+\sum_l\frac{\partial E}{\partial u_l}\frac{\partial u_l}{\partial e_i}
=\frac{\partial E}{\partial e_i}(e,u(e)),
\]

because \(\partial E/\partial u_l=0\) on the path. The derivative of \(u\) has disappeared, so a second differentiation needs no second derivative of \(u\). With the response matrix \(J_{lj}=\partial u_l/\partial e_j\) at \(e_0\), it gives

\[
\frac{\partial^2W}{\partial e_i\partial e_j}
=(E_{ee})_{ij}+\sum_l(E_{eu})_{il}J_{lj}.
\]

The response follows from the equilibrium condition. Since \(\partial E/\partial u_k\) vanishes at \((e,u(e))\) for all \(e\) near \(e_0\), its derivative with respect to \(e_i\) vanishes too:

\[
(E_{ue})_{ki}+\sum_l(E_{uu})_{kl}J_{li}=0,
\qquad\text{so}\qquad J=-E_{uu}^{-1}E_{ue}.
\]

Inserting \(J\) into \(W_{ee}=E_{ee}+E_{eu}J\) gives the claim.

The same result has a form without coordinates. Let \(a\) and \(b\) be two strain directions, and let \(u'a\) be the internal displacement that accompanies \(a\) to first order. The equilibrium condition says that \(D^2E\big((a,u'a),(0,w)\big)=0\) for every internal displacement \(w\). Differentiating the first derivative of \(W\) gives \(D^2E\big((a,u'a),(b,0)\big)\), and adding the vanishing term with \(w=u'b\) yields

\[
D^2W(a,b)=D^2E\big((a,u'a),(b,u'b)\big).
\]

This form does not use the inverse of \(E_{uu}\).

## One strain and one internal coordinate

With a single strain component and a single internal coordinate the formula reads \(W''=E_{ee}-E_{eu}^2/E_{uu}\). Take constants \(A,C,g,h\) with \(C\neq0\) and the anharmonic energy

\[
E(e,u)=\tfrac12Ae^2+\tfrac12C\,(u-ge-he^2)^2 .
\]

The equilibrium path is \(u(e)=ge+he^2\), so \(W=\tfrac12Ae^2\) and \(W''=A\). On the path the blocks are \(E_{ee}=A+C(g+2he)^2\), \(E_{eu}=-C(g+2he)\) and \(E_{uu}=C\), and the formula returns \(A\) at every strain.

## Energy, path and equilibrium in Lean

The first half of the development works in real normed spaces: `V` holds strains, `U` holds internal coordinates, and `X` is any space on which an energy is defined.

```lean
import Mathlib

open Filter Topology

namespace InternalStrainRelaxation

noncomputable section

section General

variable {X V U : Type*} [NormedAddCommGroup X] [NormedSpace ℝ X]
  [NormedAddCommGroup V] [NormedSpace ℝ V] [NormedAddCommGroup U] [NormedSpace ℝ U]
```

The second derivative is an iterated Fréchet derivative: `hess f x a b` differentiates `f` along `b` and then the result along `a`.

```lean
/-- The second derivative of an energy `f` at `x` along the directions `a` and `b`. -/
def hess (f : X → ℝ) (x a b : X) : ℝ := fderiv ℝ (fderiv ℝ f) x a b
```

Lean's `fderiv` is zero where a function is not differentiable, so the theorems on \(W\) below state differentiability along with the value. The two theorems on second derivatives state it for the derivative of \(W\); that \(W\) itself is differentiable near `e₀` follows from `relaxed_stress`.

The energy \(W\) is called `relaxedEnergy`, although the path may run through saddle points of `E` as a function of the internal coordinates.

```lean
/-- The energy `W(e) = E(e, u(e))` as a function of strain alone. -/
def relaxedEnergy (E : V × U → ℝ) (u : V → U) : V → ℝ := fun e => E (e, u e)
```

The equilibrium hypothesis holds for all strains in some neighbourhood of `e₀`, including `e₀` itself. The pair `(0, w)` is a purely internal displacement, and the derivative of `E` along it is the internal force up to sign.

```lean
/-- Near the strain `e₀` the path `u` is differentiable and the internal forces vanish on it. -/
def EquilibriumNear (E : V × U → ℝ) (u : V → U) (e₀ : V) : Prop :=
  ∀ᶠ e in 𝓝 e₀, DifferentiableAt ℝ u e ∧ ∀ w : U, fderiv ℝ E (e, u e) (0, w) = 0
```

## From vanishing forces to the curvature of \(W\)

Two facts about second derivatives are used below. The first is symmetry, which follows from twice continuous differentiability.

```lean
/-- The second derivative of a twice continuously differentiable energy is symmetric. -/
theorem hess_symm {f : X → ℝ} (hf : ContDiff ℝ 2 f) (x a b : X) :
    hess f x a b = hess f x b a :=
  (hf.contDiffAt.isSymmSndFDerivAt (by simp)).eq a b
```

The second is linearity in the second direction, which separates a combined displacement into its strain part and its internal part.

```lean
private lemma hess_split (E : V × U → ℝ) (p x : V × U) (a : V) (w : U) :
    hess E p x (a, w) = hess E p x (a, 0) + hess E p x (0, w) := by
  have h : ((a, w) : V × U) = (a, 0) + (0, w) := by simp
  unfold hess
  rw [h, map_add]
```

The next theorem is the first step of the derivation. The chain rule gives the derivative of `E` along `(a, fderiv ℝ u e a)`; this direction is split, and the internal part drops out by `h0`. The map `ContinuousLinearMap.inl` sends `a` to `(a, 0)`, so the result is the strain derivative at fixed `u`. Despite the name `relaxed_stress`, this is a derivative of the energy and has not been divided by a volume.

```lean
variable {E : V × U → ℝ} {u : V → U} {e₀ : V}

/-- For a differentiable energy and a path differentiable at `e`, if the internal forces vanish
at `(e, u(e))`, the derivative of `W` is the strain derivative of `E` at fixed `u`. -/
theorem relaxed_stress {e : V} (hE : Differentiable ℝ E)
    (hu : DifferentiableAt ℝ u e) (h0 : ∀ w : U, fderiv ℝ E (e, u e) (0, w) = 0) :
    HasFDerivAt (relaxedEnergy E u)
      ((fderiv ℝ E (e, u e)).comp (ContinuousLinearMap.inl ℝ V U)) e := by
  have hp : HasFDerivAt (fun x => (x, u x))
      ((ContinuousLinearMap.id ℝ V).prod (fderiv ℝ u e)) e :=
    (hasFDerivAt_id e).prodMk hu.hasFDerivAt
  have h := HasFDerivAt.comp (f := fun x => (x, u x)) e (hE (e, u e)).hasFDerivAt hp
  refine h.congr_fderiv (ContinuousLinearMap.ext fun a => ?_)
  change fderiv ℝ E (e, u e) (a, fderiv ℝ u e a) = fderiv ℝ E (e, u e) (a, 0)
  have hs : ((a, fderiv ℝ u e a) : V × U) = (a, 0) + (0, fderiv ℝ u e a) := by simp
  rw [hs, map_add, h0, add_zero]
```

To differentiate once more, one needs the rate at which the whole first derivative of `E` changes along the path. It is again given by the chain rule, applicable because the first derivative of a C² energy is differentiable.

```lean
private lemma force_along_path (hE : ContDiff ℝ 2 E) (h : EquilibriumNear E u e₀) :
    HasFDerivAt (fun e => fderiv ℝ E (e, u e))
      ((fderiv ℝ (fderiv ℝ E) (e₀, u e₀)).comp
        ((ContinuousLinearMap.id ℝ V).prod (fderiv ℝ u e₀))) e₀ := by
  have hd : Differentiable ℝ (fderiv ℝ E) :=
    (hE.fderiv_right (m := 1) (le_of_eq one_add_one_eq_two)).differentiable (by norm_num)
  have hp : HasFDerivAt (fun x => (x, u x))
      ((ContinuousLinearMap.id ℝ V).prod (fderiv ℝ u e₀)) e₀ :=
    (hasFDerivAt_id e₀).prodMk h.self_of_nhds.1.hasFDerivAt
  exact HasFDerivAt.comp (f := fun x => (x, u x)) e₀ (hd (e₀, u e₀)).hasFDerivAt hp
```

Force balance comes from computing one derivative in two ways. The internal force along `w`, as a function of strain, has the derivative supplied by the previous lemma (`h1`). It is also identically zero near `e₀`, so its derivative is zero (`h2`). Derivatives are unique, hence the two agree.

```lean
/-- Along an equilibrium path of a C² energy, a strain `a` with its internal response `u' a`
produces no internal force to first order. -/
theorem force_balance (hE : ContDiff ℝ 2 E) (h : EquilibriumNear E u e₀) (a : V) (w : U) :
    hess E (e₀, u e₀) (a, fderiv ℝ u e₀ a) (0, w) = 0 := by
  -- the internal force is identically zero near `e₀`, so its derivative vanishes
  have h1 := (ContinuousLinearMap.apply ℝ ℝ ((0, w) : V × U)).hasFDerivAt.comp e₀
    (force_along_path hE h)
  have h2 : HasFDerivAt (fun e => fderiv ℝ E (e, u e) (0, w)) (0 : V →L[ℝ] ℝ) e₀ :=
    (hasFDerivAt_const (0 : ℝ) e₀).congr_of_eventuallyEq (h.mono fun e he => he.2 w)
  exact DFunLike.congr_fun (h1.unique h2) a
```

The coordinate-free formula follows. Near `e₀` the derivative of \(W\) equals the strain derivative of `E`, by `relaxed_stress`; this is `heq`, which, like `force_balance`, uses equilibrium in a neighbourhood and not only at one strain. Differentiating both sides gives the second derivative with `(b, 0)` in the second place, and `force_balance` accounts for the internal part of `b`.

```lean
/-- Along an equilibrium path of a C² energy, the derivative of `W` is differentiable at `e₀`, and
the second derivative is that of `E` along strains accompanied by their internal response. -/
theorem relaxed_second_derivative (hE : ContDiff ℝ 2 E) (h : EquilibriumNear E u e₀) :
    DifferentiableAt ℝ (fderiv ℝ (relaxedEnergy E u)) e₀ ∧
    ∀ a b : V, hess (relaxedEnergy E u) e₀ a b =
      hess E (e₀, u e₀) (a, fderiv ℝ u e₀ a) (b, fderiv ℝ u e₀ b) := by
  have h1 := ((ContinuousLinearMap.compL ℝ V (V × U) ℝ).flip
    (ContinuousLinearMap.inl ℝ V U)).hasFDerivAt.comp e₀ (force_along_path hE h)
  -- near `e₀` the derivative of `W` is the strain derivative of `E`
  have heq : fderiv ℝ (relaxedEnergy E u) =ᶠ[𝓝 e₀]
      fun e => (fderiv ℝ E (e, u e)).comp (ContinuousLinearMap.inl ℝ V U) :=
    h.mono fun e he => (relaxed_stress (hE.differentiable (by norm_num)) he.1 he.2).fderiv
  have h2 := h1.congr_of_eventuallyEq heq
  refine ⟨h2.differentiableAt, fun a b => ?_⟩
  rw [hess_split E _ _ b, force_balance hE h, add_zero]
  unfold hess
  rw [h2.fderiv]
  rfl

end General
```

## Blocks, response and the matrix formula

In the second half `m` and `n` are finite index sets, where a textbook would use these letters for the numbers of coordinates. A strain is a function `m → ℝ`, and `Pi.single i 1` is the unit vector along component `i`. The Hessian matrix of \(W\) collects the second derivatives along these unit vectors.

```lean
variable {m n : Type*} [Fintype m] [DecidableEq m] [Fintype n] [DecidableEq n]

/-- The Hessian matrix of a function of the strain components. -/
def hessMatrix (W : (m → ℝ) → ℝ) (e : m → ℝ) : Matrix m m ℝ :=
  Matrix.of fun i j => hess W e (Pi.single i 1) (Pi.single j 1)
```

The blocks of the Hessian of `E` are built in the same way. The strain-strain block describes the crystal with its internal coordinates held fixed. This is the clamped-ion response if atoms at fixed internal coordinates follow the homogeneous strain, as they do when the coordinates are fractional ones.

```lean
/-- The strain-strain block `E_ee` of the Hessian of `E`. -/
def Eee (E : (m → ℝ) × (n → ℝ) → ℝ) (p : (m → ℝ) × (n → ℝ)) : Matrix m m ℝ :=
  Matrix.of fun i j => hess E p (Pi.single i 1, 0) (Pi.single j 1, 0)
```

The mixed block measures how a strain produces internal forces.

```lean
/-- The strain-internal block `E_eu` of the Hessian of `E`. -/
def Eeu (E : (m → ℝ) × (n → ℝ) → ℝ) (p : (m → ℝ) × (n → ℝ)) : Matrix m n ℝ :=
  Matrix.of fun i k => hess E p (Pi.single i 1, 0) (0, Pi.single k 1)
```

The opposite mixed block has its own definition. For a C² energy it is the transpose of `Eeu`, by `hess_symm`.

```lean
/-- The internal-strain block `E_ue` of the Hessian of `E`. -/
def Eue (E : (m → ℝ) × (n → ℝ) → ℝ) (p : (m → ℝ) × (n → ℝ)) : Matrix n m ℝ :=
  Matrix.of fun k i => hess E p (0, Pi.single k 1) (Pi.single i 1, 0)
```

The internal block is the force-constant matrix of the chosen internal coordinates.

```lean
/-- The internal-internal block `E_uu` of the Hessian of `E`. -/
def Euu (E : (m → ℝ) × (n → ℝ) → ℝ) (p : (m → ℝ) × (n → ℝ)) : Matrix n n ℝ :=
  Matrix.of fun k l => hess E p (0, Pi.single k 1) (0, Pi.single l 1)
```

The response matrix \(J\) has entry `k i` equal to the derivative of internal coordinate `k` with respect to strain component `i`.

```lean
/-- The matrix of derivatives of the internal coordinates with respect to strain. -/
def response (u : (m → ℝ) → (n → ℝ)) (e : m → ℝ) : Matrix n m ℝ :=
  Matrix.of fun k i => fderiv ℝ u e (Pi.single i 1) k
```

To pass from directions to matrices, an internal displacement is expanded in unit vectors, which turns a second derivative into a sum over `l`.

```lean
omit [DecidableEq m] in
private lemma hess_internal (E : (m → ℝ) × (n → ℝ) → ℝ) (p x : (m → ℝ) × (n → ℝ)) (w : n → ℝ) :
    hess E p x (0, w) = ∑ l, hess E p x (0, Pi.single l 1) * w l := by
  have hw : w = ∑ l, w l • (Pi.single l (1 : ℝ) : n → ℝ) := by
    ext k
    simp [Finset.sum_apply, Pi.single_apply]
  have h := congrArg ((fderiv ℝ (fderiv ℝ E) p x).comp
    (ContinuousLinearMap.inr ℝ (m → ℝ) (n → ℝ))) hw
  rw [map_sum] at h
  simp only [map_smul, smul_eq_mul] at h
  exact h.trans (Finset.sum_congr rfl fun l _ => mul_comm _ _)
```

With this expansion, `force_balance` for the unit vectors `i` and `k` becomes the entry `k i` of \(E_{uu}J=-E_{ue}\), stated as `hJ`. Multiplication by the inverse from the left then gives the response.

```lean
variable {E : (m → ℝ) × (n → ℝ) → ℝ} {u : (m → ℝ) → (n → ℝ)} {e₀ : m → ℝ}

/-- For a C² energy on an equilibrium path with `E_uu` invertible at `e₀`, the internal
coordinates respond to strain by `-E_uu⁻¹ E_ue`. -/
theorem response_eq (hE : ContDiff ℝ 2 E) (h : EquilibriumNear E u e₀)
    (hdet : IsUnit (Euu E (e₀, u e₀)).det) :
    response u e₀ = -((Euu E (e₀, u e₀))⁻¹ * Eue E (e₀, u e₀)) := by
  have hJ : Euu E (e₀, u e₀) * response u e₀ = -Eue E (e₀, u e₀) := by
    ext k i
    have hb := force_balance hE h (Pi.single i 1) (Pi.single k 1)
    rw [hess_symm hE, hess_split, hess_internal] at hb
    simp only [Euu, Eue, response, Matrix.mul_apply, Matrix.neg_apply, Matrix.of_apply]
    linarith
  rw [← Matrix.mul_neg, ← hJ, ← Matrix.mul_assoc, Matrix.nonsing_inv_mul _ hdet, Matrix.one_mul]
```

The hypothesis `hdet` says that the determinant of \(E_{uu}\) is nonzero at `e₀`. Physically, no nonzero internal displacement leaves all internal forces unchanged to first order. Moving all atoms of a crystal together does exactly that, so the internal coordinates must exclude rigid translations, for instance by holding one atom of the cell fixed.

The main theorem joins the two halves. The auxiliary identity `hJ` is \(W_{ee}=E_{ee}+E_{eu}J\): symmetry brings the first direction into second place, force balance removes its internal part, and the remaining internal displacement is expanded in unit vectors. Substituting `response_eq` gives the formula.

```lean
/-- For a C² energy on an equilibrium path with `E_uu` invertible at `e₀`, the derivative of `W` is
differentiable at `e₀`, and the Hessian matrix of `W` there is `E_ee - E_eu E_uu⁻¹ E_ue`. -/
theorem relaxed_hessian (hE : ContDiff ℝ 2 E) (h : EquilibriumNear E u e₀)
    (hdet : IsUnit (Euu E (e₀, u e₀)).det) :
    DifferentiableAt ℝ (fderiv ℝ (relaxedEnergy E u)) e₀ ∧
    hessMatrix (relaxedEnergy E u) e₀ = Eee E (e₀, u e₀) -
      Eeu E (e₀, u e₀) * (Euu E (e₀, u e₀))⁻¹ * Eue E (e₀, u e₀) := by
  obtain ⟨hd, hW⟩ := relaxed_second_derivative hE h
  refine ⟨hd, ?_⟩
  -- force balance removes the internal part of the first direction
  have hJ : hessMatrix (relaxedEnergy E u) e₀ =
      Eee E (e₀, u e₀) + Eeu E (e₀, u e₀) * response u e₀ := by
    ext i j
    simp only [hessMatrix, Eee, Eeu, response, Matrix.add_apply, Matrix.mul_apply,
      Matrix.of_apply]
    rw [hW, hess_symm hE, hess_split, force_balance hE h, add_zero, hess_symm hE,
      hess_split, hess_internal]
  rw [hJ, response_eq hE h hdet, Matrix.mul_neg, ← Matrix.mul_assoc, ← sub_eq_add_neg]

end

end InternalStrainRelaxation
```

```lean
#print axioms InternalStrainRelaxation.relaxed_hessian
```

```
'InternalStrainRelaxation.relaxed_hessian' depends on axioms: [propext, Classical.choice, Quot.sound]
```

The hypothesis `ContDiff ℝ 2 E` asks for smoothness at all values of the coordinates. This is an idealisation, since a real crystal energy diverges when two nuclei meet; the derivation by hand uses smoothness only near \((e_0,u(e_0))\). The step from the theorem to static elastic constants is the identification of `hessMatrix` with them: it takes a choice of strain measure, which matters if the crystal is under stress at \(e_0\), and a division by the reference volume.

## Constructing the path from a single equilibrium

Another model would assume only one equilibrium point \((e_0,u_0)\) with \(E_{uu}\) invertible there. The implicit function theorem then supplies a continuously differentiable path of equilibria through this point, and the Hessian formula for that path is the same. The existence of the path would thus become a conclusion. Invertibility would, however, be needed from the start, whereas `relaxed_second_derivative` applies to a given path even where \(E_{uu}\) is singular.
